# For a normalised, real, compactly supported C² orbital φ on the line, a C² Jastrow exponent J puts the transcorrelated kinetic expectation below the bare one by half the integral of (J′φ)², in units with ħ = m = 1

Q: Which operator, which units and which functions are meant?

A: One particle on the real line, in units with ħ = m = 1. The orbital φ and the Jastrow exponent J are real functions of x, and a prime means d/dx. The transcorrelated kinetic operator multiplies by exp(J), applies −½ d²/dx², and multiplies by exp(−J):

T_J φ = −½ exp(−J) (exp(J) φ)″

In the code this is `transKinetic J φ x`, with the second derivative written as `deriv` applied twice.

```lean
import Mathlib

open MeasureTheory

namespace TranscorrelatedKinetic

noncomputable section

/-- The transcorrelated kinetic operator `-(1/2) exp(-J) (d²/dx²) exp(J)` applied to `φ`. -/
def transKinetic (J φ : ℝ → ℝ) (x : ℝ) : ℝ :=
  -(1 / 2) * Real.exp (-J x) * deriv (deriv (fun y => Real.exp (J y) * φ y)) x
```

Q: And the expectation value?

A: It is the plain integral over the line,

E(J, φ) = ∫ φ T_J φ dx

No normalisation is built in. For a nonzero φ the normalised expectation is E(J, φ) / ∫ φ² dx, and the lowering below is divided by the same number. The bare kinetic expectation is the case J = 0, written `fun _ => 0`.

```lean
/-- The expectation integral of the transcorrelated kinetic operator in the real orbital `φ`,
without normalisation. -/
def kineticExpectation (J φ : ℝ → ℝ) : ℝ := ∫ x, φ x * transKinetic J φ x
```

Q: Show me the result by hand before any Lean.

A: Differentiate the product once:

(exp(J) φ)′ = exp(J) (φ′ + J′φ)

Differentiate again and multiply by −½ exp(−J):

T_J φ = −½ φ″ − J′φ′ − ½ (J″ + J′²) φ

The bare operator has acquired a drift term and a local potential. Now let χ be a second function, with one continuous derivative, and put

F = −½ χ (φ′ + J′φ)

F′ = −½ χ′(φ′ + J′φ) − ½ χ (φ″ + J″φ + J′φ′)

Comparing terms gives

χ T_J φ = ½ (χ′ − J′χ)(φ′ + J′φ) + F′

Since φ vanishes outside a bounded interval, so does F, and F′ integrates to zero. Hence

∫ χ T_J φ dx = ½ ∫ (χ′ − J′χ)(φ′ + J′φ) dx

For χ = φ the right side is a difference of squares:

E(J, φ) = ½ ∫ (φ′² − J′²φ²) dx

Setting J = 0 and subtracting gives

E(J, φ) = E(0, φ) − ½ ∫ (J′φ)² dx

Q: A kinetic energy that can turn negative looks wrong.

A: It is not the kinetic energy of the correlated state exp(J) φ. That would have exp(J) φ on both sides and could not be negative. Here the ket is exp(J) φ and the bra is exp(−J) φ, so the two logarithmic gradients enter with opposite signs.

Q: What exactly does the formal theorem assume?

A: `kineticExpectation_eq` takes `ContDiff ℝ 2 J` and `ContDiff ℝ 2 φ`, meaning two continuous derivatives each, and `HasCompactSupport φ`. Its conclusion is the formula for E(J, φ) above. J itself may grow at infinity, because it is only ever sampled where φ lives.

Compact support stands for an orbital confined to a finite region that joins zero smoothly at the edge. A Gaussian or an exponential tail is therefore not covered, and neither are the sine functions of a box with hard walls, whose slope jumps at the wall. Nor is a J with a kink, which is what a cusp condition asks for at particle coalescence. Complex orbitals, three dimensions and several electrons are also absent.

Q: Where do these assumptions enter the proof?

A: First in a lemma that unpacks `ContDiff ℝ 2` into what the calculation uses: a derivative at every point, a second derivative at every point, and continuity of all three functions.

```lean
/-- A twice continuously differentiable function has two derivatives, all continuous. -/
theorem regularity {f : ℝ → ℝ} (hf : ContDiff ℝ 2 f) :
    (∀ x, HasDerivAt f (deriv f x) x) ∧
    (∀ x, HasDerivAt (deriv f) (deriv (deriv f) x) x) ∧
    Continuous f ∧ Continuous (deriv f) ∧ Continuous (deriv (deriv f)) := by
  have h : ContDiff ℝ (1 + 1) f := by
    rw [one_add_one_eq_two]; exact hf
  have h1 : ContDiff ℝ 1 (deriv f) := (contDiff_succ_iff_deriv.mp h).2.2
  exact ⟨fun x => (hf.differentiable (by norm_num) x).hasDerivAt,
    fun x => (h1.differentiable (by norm_num) x).hasDerivAt,
    hf.continuous, h1.continuous, h1.continuous_deriv (by norm_num)⟩
```

Then in a lemma about supports. If a density g vanishes wherever φ, φ′ and φ″ all vanish, it has compact support when φ has. The reason is that φ′ and φ″ are zero outside the closed support of φ. Every integrand here is continuous, so compact support makes it integrable. This matters because Lean assigns the value zero to the integral of a non-integrable function.

```lean
/-- A density that vanishes wherever the orbital and its first two derivatives vanish
has compact support if the orbital has. -/
theorem compact_density {φ g : ℝ → ℝ} (hc : HasCompactSupport φ)
    (h0 : ∀ x, φ x = 0 → deriv φ x = 0 → deriv (deriv φ) x = 0 → g x = 0) :
    HasCompactSupport g := by
  refine HasCompactSupport.intro (K := tsupport φ) hc (fun x hx => h0 x ?_ ?_ ?_)
  · exact image_eq_zero_of_notMem_tsupport hx
  · by_contra h
    exact hx (support_deriv_subset h)
  · by_contra h
    exact hx (closure_minimal support_deriv_subset (isClosed_tsupport φ)
      (support_deriv_subset h))
```

Q: Is the operator expansion proved, or put in as the definition?

A: It is proved from the definition. In `transKinetic_expand`, `h1` is the first product rule and `h2` the second. The fact `he` says exp(−J) exp(J) = 1, and `linear_combination` uses it to remove the exponentials.

```lean
/-- The transformed kinetic operator is the bare one plus a drift term `-J' d/dx` and the
local potential `-(J'' + J'^2)/2`. -/
theorem transKinetic_expand {J φ : ℝ → ℝ} (hJ : ContDiff ℝ 2 J) (hφ : ContDiff ℝ 2 φ)
    (x : ℝ) :
    transKinetic J φ x = -(1 / 2) * deriv (deriv φ) x - deriv J x * deriv φ x
      - (1 / 2) * (deriv (deriv J) x + deriv J x ^ 2) * φ x := by
  obtain ⟨J1, J2, -, -, -⟩ := regularity hJ
  obtain ⟨p1, p2, -, -, -⟩ := regularity hφ
  -- the first derivative carries the exponential along
  have h1 : deriv (fun y => Real.exp (J y) * φ y)
      = fun y => Real.exp (J y) * (deriv φ y + deriv J y * φ y) := by
    funext y
    exact (((J1 y).exp.fun_mul (p1 y)).congr_deriv (by ring)).deriv
  have h2 := ((J1 x).exp.fun_mul ((p2 x).fun_add ((J2 x).fun_mul (p1 x)))).deriv
  have he : Real.exp (-J x) * Real.exp (J x) = 1 := by
    rw [← Real.exp_add]; simp
  unfold transKinetic
  rw [h1, h2]
  linear_combination (-(1 / 2) * (deriv (deriv φ) x + 2 * deriv J x * deriv φ x
    + (deriv (deriv J) x + deriv J x ^ 2) * φ x)) * he
```

Q: And the integration by parts?

A: That is `matrix_element`. The statement `hF` is the derivative of F. The three integrability facts `iF`, `iD` and `iG` concern F, F′ and the first-derivative integrand on the right. Mathlib's theorem that an integrable derivative of an integrable function integrates to zero over the line supplies `hzero`. After that zero is added to the right side, the two integrands agree point by point, which `ring` confirms once the expansion is inserted. Only the ket φ needs compact support; the bra χ need only be C¹.

```lean
/-- Matrix elements of the transcorrelated kinetic operator: the Jastrow gradient enters
the bra and the ket with opposite signs. -/
theorem matrix_element {J χ φ : ℝ → ℝ} (hJ : ContDiff ℝ 2 J) (hχ : ContDiff ℝ 1 χ)
    (hφ : ContDiff ℝ 2 φ) (hc : HasCompactSupport φ) :
    ∫ x, χ x * transKinetic J φ x
      = ∫ x, (1 / 2) * ((deriv χ x - deriv J x * χ x) * (deriv φ x + deriv J x * φ x)) := by
  obtain ⟨-, J2, cJ, cJ1, cJ2⟩ := regularity hJ
  obtain ⟨p1, p2, cp, cp1, cp2⟩ := regularity hφ
  have x1 : ∀ x, HasDerivAt χ (deriv χ x) x :=
    fun x => (hχ.differentiable (by norm_num) x).hasDerivAt
  have cx : Continuous χ := hχ.continuous
  have cx1 : Continuous (deriv χ) := hχ.continuous_deriv (by norm_num)
  -- the boundary term and its derivative
  have hF : ∀ x, HasDerivAt (fun y => -(1 / 2) * (χ y * (deriv φ y + deriv J y * φ y)))
      (-(1 / 2) * (deriv χ x * (deriv φ x + deriv J x * φ x)
        + χ x * (deriv (deriv φ) x + (deriv (deriv J) x * φ x + deriv J x * deriv φ x)))) x :=
    fun x => ((x1 x).fun_mul ((p2 x).fun_add ((J2 x).fun_mul (p1 x)))).const_mul _
  have iF : Integrable (fun y => -(1 / 2) * (χ y * (deriv φ y + deriv J y * φ y))) :=
    Continuous.integrable_of_hasCompactSupport (by fun_prop)
      (compact_density hc (by intro x a b c; simp [a, b]))
  have iD : Integrable (fun x => -(1 / 2) * (deriv χ x * (deriv φ x + deriv J x * φ x)
      + χ x * (deriv (deriv φ) x + (deriv (deriv J) x * φ x + deriv J x * deriv φ x)))) :=
    Continuous.integrable_of_hasCompactSupport (by fun_prop)
      (compact_density hc (by intro x a b c; simp [a, b, c]))
  have iG : Integrable (fun x => (1 / 2) *
      ((deriv χ x - deriv J x * χ x) * (deriv φ x + deriv J x * φ x))) :=
    Continuous.integrable_of_hasCompactSupport (by fun_prop)
      (compact_density hc (by intro x a b c; simp [a, b]))
  have hzero := integral_eq_zero_of_hasDerivAt_of_integrable hF iD iF
  -- the two integrands differ by the derivative of the boundary term
  rw [← add_zero (∫ x, (1 / 2) *
    ((deriv χ x - deriv J x * χ x) * (deriv φ x + deriv J x * φ x))), ← hzero,
    ← integral_add iG iD]
  congr 1
  funext x
  rw [transKinetic_expand hJ hφ x]
  ring
```

Q: Does this tell me anything about hermiticity?

A: Yes. For two compactly supported C² functions, exchanging χ and φ on the right side has the same effect as replacing J by −J. Subtracting the two matrix elements leaves

∫ J′ (χ′φ − χφ′) dx

which is generally nonzero, so T_J is not symmetric unless J is constant. For χ = φ it vanishes: in the expectation of a real orbital the drift term and the J″ part of the local potential cancel, and no term of first order in J remains.

Q: So the main theorem is a special case.

A: It is `matrix_element` with χ = φ, followed by the difference of squares.

```lean
/-- The transcorrelated kinetic expectation is the integral of `(φ'^2 - J'^2 φ^2)/2`. -/
theorem kineticExpectation_eq {J φ : ℝ → ℝ} (hJ : ContDiff ℝ 2 J) (hφ : ContDiff ℝ 2 φ)
    (hc : HasCompactSupport φ) :
    kineticExpectation J φ = ∫ x, (deriv φ x ^ 2 - deriv J x ^ 2 * φ x ^ 2) / 2 := by
  unfold kineticExpectation
  rw [matrix_element hJ (hφ.of_le (by norm_num)) hφ hc]
  congr 1
  funext x
  ring
```

The comparison with the bare operator applies the same theorem to J = 0 and splits the integral in two, which is allowed because `i1` and `i2` show both parts to be integrable.

```lean
/-- Relative to the bare kinetic expectation (`J = 0`), the transcorrelated one is lowered by
half the integral of the squared Jastrow gradient weighted with the density `φ^2`. -/
theorem kineticExpectation_lowering {J φ : ℝ → ℝ} (hJ : ContDiff ℝ 2 J)
    (hφ : ContDiff ℝ 2 φ) (hc : HasCompactSupport φ) :
    kineticExpectation J φ
      = kineticExpectation (fun _ => 0) φ - (1 / 2) * ∫ x, (deriv J x * φ x) ^ 2 := by
  obtain ⟨-, -, -, cJ1, -⟩ := regularity hJ
  obtain ⟨-, -, cp, cp1, -⟩ := regularity hφ
  have h0 : kineticExpectation (fun _ => 0) φ = ∫ x, deriv φ x ^ 2 / 2 := by
    rw [kineticExpectation_eq contDiff_const hφ hc]
    simp
  have i1 : Integrable (fun x => deriv φ x ^ 2 / 2) :=
    Continuous.integrable_of_hasCompactSupport (by fun_prop)
      (compact_density hc (by intro x a b c; simp [b]))
  have i2 : Integrable (fun x => (1 / 2) * (deriv J x * φ x) ^ 2) :=
    Continuous.integrable_of_hasCompactSupport (by fun_prop)
      (compact_density hc (by intro x a b c; simp [a]))
  rw [h0, kineticExpectation_eq hJ hφ hc, ← integral_const_mul, ← integral_sub i1 i2]
  congr 1
  funext x
  ring
```

Q: "Lowered" could mean lowered by zero.

A: It can, for instance when J is constant. The next theorem settles when the drop is genuine: exactly when some point x has both J′(x) ≠ 0 and φ(x) ≠ 0. In one direction, if there is no such point, the integrand (J′φ)² is zero everywhere and the two expectations coincide. In the other, a continuous non-negative function that is positive at one point is positive on a neighbourhood, so its integral is positive.

```lean
/-- The lowering is strict exactly when the Jastrow gradient is nonzero at some point where
the orbital is nonzero. -/
theorem lowering_strict_iff {J φ : ℝ → ℝ} (hJ : ContDiff ℝ 2 J) (hφ : ContDiff ℝ 2 φ)
    (hc : HasCompactSupport φ) :
    kineticExpectation J φ < kineticExpectation (fun _ => 0) φ
      ↔ ∃ x, deriv J x ≠ 0 ∧ φ x ≠ 0 := by
  obtain ⟨-, -, -, cJ1, -⟩ := regularity hJ
  have cp : Continuous φ := hφ.continuous
  rw [kineticExpectation_lowering hJ hφ hc]
  constructor
  · intro h
    by_contra hn
    push Not at hn
    have hz : ∀ x, (deriv J x * φ x) ^ 2 = 0 := by
      intro x
      by_cases hx : deriv J x = 0
      · simp [hx]
      · simp [hn x hx]
    simp only [hz, integral_zero, mul_zero, sub_zero, lt_irrefl] at h
  · rintro ⟨x, hx, hp⟩
    have hpos : 0 < ∫ x, (deriv J x * φ x) ^ 2 :=
      Continuous.integral_pos_of_hasCompactSupport_nonneg_nonzero (x := x) (by fun_prop)
        (compact_density hc (by intro x a b c; simp [a])) (fun y => sq_nonneg _)
        (pow_ne_zero 2 (mul_ne_zero hx hp))
    linarith
```

Q: Then I could tune J to get the lowest energy.

A: That fails already for this one-particle kinetic term. Take J = c x with a constant slope c. Then J′ = c and

E(J, φ) = E(0, φ) − ½ c² ∫ φ² dx

For a normalised orbital the drop is c²/2, which has no upper limit. The theorem `unbounded_below` says that for any nonzero admissible φ and any real M, some slope brings the expectation below M. Its proof sets

K = 2 (E(0, φ) − M) / ∫ φ² dx

and takes c = |K| + 1. Then c² > K, which is the inequality needed.

```lean
/-- For a fixed nonzero orbital, linear Jastrow exponents `J = c x` bring the transcorrelated
kinetic expectation below any prescribed value. -/
theorem unbounded_below {φ : ℝ → ℝ} (hφ : ContDiff ℝ 2 φ) (hc : HasCompactSupport φ)
    (hne : ∃ x, φ x ≠ 0) (M : ℝ) :
    ∃ c : ℝ, kineticExpectation (fun x => c * x) φ < M := by
  obtain ⟨x, hx⟩ := hne
  have cp : Continuous φ := hφ.continuous
  have hN : 0 < ∫ x, φ x ^ 2 :=
    Continuous.integral_pos_of_hasCompactSupport_nonneg_nonzero (x := x) (by fun_prop)
      (compact_density hc (by intro x a b c; simp [a])) (fun y => sq_nonneg _)
      (pow_ne_zero 2 hx)
  -- choose the slope so that its square exceeds K
  obtain ⟨K, hK⟩ : ∃ K, K = 2 * (kineticExpectation (fun _ => 0) φ - M) / ∫ x, φ x ^ 2 :=
    ⟨_, rfl⟩
  refine ⟨|K| + 1, ?_⟩
  have hd : ∀ y : ℝ, deriv (fun x : ℝ => (|K| + 1) * x) y = |K| + 1 := fun y => by
    simp
  have hlt : K < (|K| + 1) ^ 2 := by
    nlinarith [le_abs_self K, abs_nonneg K, sq_nonneg |K|]
  rw [hK, div_lt_iff₀ hN, ← hK] at hlt
  have hJ : ContDiff ℝ 2 (fun x : ℝ => (|K| + 1) * x) := contDiff_const.mul contDiff_id
  rw [kineticExpectation_lowering hJ hφ hc]
  simp only [hd, mul_pow, integral_const_mul]
  linarith

end

end TranscorrelatedKinetic
```

```lean
#print axioms TranscorrelatedKinetic.kineticExpectation_lowering
#print axioms TranscorrelatedKinetic.lowering_strict_iff
#print axioms TranscorrelatedKinetic.unbounded_below
```

```
'TranscorrelatedKinetic.kineticExpectation_lowering' depends on axioms: [propext, Classical.choice, Quot.sound]
'TranscorrelatedKinetic.lowering_strict_iff' depends on axioms: [propext, Classical.choice, Quot.sound]
'TranscorrelatedKinetic.unbounded_below' depends on axioms: [propext, Classical.choice, Quot.sound]
```

Q: Does a similarity transformation not preserve the spectrum?

A: An eigenfunction ψ of the original operator gives the eigenfunction exp(−J) ψ of the transformed one, with the same eigenvalue, provided that the transformed function is still admissible. An expectation value in a fixed φ that is not an eigenfunction of the transformed operator has no such protection. With a non-symmetric operator it is also not guaranteed to be an upper bound to the ground-state energy.

Q: Where would I meet this in a real calculation?

A: In transcorrelated electronic-structure methods, J is a sum of functions of electron positions and pair distances, and the squared gradient of J produces three-electron terms. The theorem isolates the origin of the negative squared-gradient contribution in a one-particle, one-dimensional model. It also shows in that model why the projected energy ⟨φ|H_J|φ⟩, with H_J the transformed Hamiltonian, is a poor objective for optimising J: a local potential commutes with exp(J), so it adds the same number for every J and cannot stop the fall of the kinetic term. Minimising the energy variance of the correlated function exp(J) φ, or its ordinary energy expectation, does not have this defect, since the first is never negative and the second never lies below the ground-state energy.

In a code that builds matrix elements on a quadrature grid, the right side of `matrix_element` needs only first derivatives:

T[a,b] = ½ Σ_g w_g (χ_a′ − J′χ_a)(χ_b′ + J′χ_b)

Here g labels the grid points, w_g are the quadrature weights, χ_a and χ_b are basis functions, and all functions are evaluated at point g. The matrix must be stored in full, since T[a,b] and T[b,a] differ in general. Comparing it with the version that uses J″ and χ_b″ tests whether the coded first and second derivatives are consistent with each other; the two agree up to quadrature error when the basis functions and J meet the hypotheses. An error made consistently in J′ and J″, such as a wrong prefactor in J, goes unnoticed.

Q: Could the model have admitted a J with a cusp?

A: Yes, by taking the first-derivative expression as the definition:

B_J(χ, φ) = ½ ∫ (χ′ − J′χ)(φ′ + J′φ) dx

This makes sense for a J with a kink, such as a multiple of |x|, because J′ is then merely discontinuous, whereas J″ contains a delta function. The price is that the formula for E(J, φ) would follow from the definition by multiplying out a product, and the integration by parts that ties it to exp(−J) (−½ d²/dx²) exp(J) would become a separate theorem. The definition used here starts from the operator, so that this link is part of what is proved, and it pays with the requirement that J be C².
